# Uncorrelated thermal velocities keep $(n-1)d$ kinetic degrees of freedom once the centre-of-mass velocity is subtracted

## Does a very heavy particle change the count?

Let $v_i$ be the velocities of $n$ particles with masses $m_i$ in $d$ dimensions, and let $V=\sum_i m_iv_i/\sum_i m_i$ be their centre-of-mass velocity. I draw the $v_i$ independently at temperature $T$, subtract $V$ from each, and compute the temperature from the remaining kinetic energy. I have read that I should divide by $(n-1)d$ instead of $nd$. But one of my particles is far heavier than the rest, so $V$ is nearly its own velocity, and the subtraction almost stops it while hardly touching the others. Is the loss still exactly $d$ degrees of freedom?

## The loss is shared by mass, but its total is always $d$

Write $M=\sum_i m_i$ for the total mass and $\mathbb E$ for the ensemble average, and measure $T$ in energy units, so that $k_B=1$. All masses are positive and $n\ge1$. Call the velocities thermal if

$$\mathbb E\langle v_i,v_j\rangle=0\quad(i\ne j),\qquad \mathbb E\|v_i\|^2=\frac{dT}{m_i}.$$

The first condition says that the velocities of different particles have mean inner product zero, as they do when drawn independently with zero mean. The second is equipartition, $T/2$ of kinetic energy per velocity component on average. Both hold for independent Maxwell–Boltzmann velocities; here they are assumed.

**Correlation with the centre of mass.** Only the term $j=i$ survives in

$$\mathbb E\langle v_i,V\rangle=\frac1M\sum_j m_j\,\mathbb E\langle v_i,v_j\rangle=\frac{m_i}{M}\,\frac{dT}{m_i}=\frac{dT}{M}.$$

The mass $m_i$ has cancelled. Averaging over the particles with weights $m_i/M$ gives

$$\mathbb E\|V\|^2=\frac1M\sum_i m_i\,\mathbb E\langle v_i,V\rangle=\frac{dT}{M}.$$

**Share of each particle.** Expanding the square,

$$m_i\,\mathbb E\|v_i-V\|^2=m_i\left(\frac{dT}{m_i}-\frac{2dT}{M}+\frac{dT}{M}\right)=\left(1-\frac{m_i}{M}\right)dT.$$

Your heavy particle does lose nearly all its thermal motion. The fractions $m_i/M$ add up to one, however, so

$$\mathbb E\sum_i m_i\|v_i-V\|^2=(n-1)\,dT.$$

This is twice the mean relative kinetic energy. If it is written as $gT$ with $T\ne0$, division by $T$ gives $g=(n-1)d$. In a simulation that samples the canonical ensemble at temperature $T$ for $n\ge2$ unconstrained particles, with only the centre-of-mass motion removed, this is the divisor that makes the kinetic temperature average to $T$. For a single particle both sides are zero.

**A common drift.** If every velocity gains the same random vector $u$, then $V$ becomes $V+u$ and the differences $v_i-V$ are unchanged. The result therefore holds even when $u$ is correlated with the thermal motion.

**Equipartition alone is not enough.** Take $n=2$, $d=1$, $m_1=m_2=1$, $T=1$, and let $v_1=v_2=\pm1$ with equal probability. Each particle has the right mean square velocity, but $v_i-V=0$ always, so twice the mean relative kinetic energy is $0$ where the formula would give $(n-1)dT=1$. Here $\mathbb E\langle v_1,v_2\rangle=1$.

### The same statement in Lean

An `Ensemble Ω` is a finite set of outcomes with nonnegative weights that sum to one, and `P.mean` is the weighted sum. Particles are labelled by `Fin n`, that is, from $0$ to $n-1$. Velocities lie in `EuclideanSpace ℝ (Fin d)`, `totalMass m` is $M$, and `comVelocity m (v ω)` is $V$ in outcome `ω`.

The predicate `IsThermal` holds the two moment conditions. The name of its field `uncorrelated` is looser than textbook use: the field sets only the mean inner product to zero, without first subtracting mean velocities and without a condition on each pair of components. The field `equipartition` fixes the whole squared speed, not each component separately.

The main theorem, `mean_relative_kinetic`, assumes `0 < n`, positive masses and `IsThermal`, and concludes that the mean of $\sum_i m_i\|v_i-V\|^2$ is `((n : ℝ) - 1) * d * T`. The subtraction takes place in the real numbers. `degrees_of_freedom_iff` determines $g$ for $T\neq0$, and `mean_relative_kinetic_drift` adds the drift $u$.

A finite ensemble is an idealisation, since Maxwell–Boltzmann velocities are continuously distributed. The step left to physics is that a canonical simulation with the centre-of-mass motion removed samples velocities with the same second moments as thermal velocities from which $V$ has been subtracted. Bond constraints and removed rotations would need a count of their own.

```lean
import Mathlib

open Finset

namespace ThermostatDegreesOfFreedom

noncomputable section

/-- A finite probability space: nonnegative weights that sum to one. -/
structure Ensemble (Ω : Type*) [Fintype Ω] where
  prob : Ω → ℝ
  prob_nonneg : ∀ ω, 0 ≤ prob ω
  prob_sum : ∑ ω, prob ω = 1

variable {Ω : Type*} [Fintype Ω] {n d : ℕ}

/-- The ensemble average of a real observable. -/
def Ensemble.mean (P : Ensemble Ω) (f : Ω → ℝ) : ℝ := ∑ ω, P.prob ω * f ω

/-- The total mass of the particles. -/
def totalMass (m : Fin n → ℝ) : ℝ := ∑ i, m i

/-- The centre-of-mass velocity, defined for nonzero total mass. -/
def comVelocity (m : Fin n → ℝ) (v : Fin n → EuclideanSpace ℝ (Fin d)) :
    EuclideanSpace ℝ (Fin d) :=
  (totalMass m)⁻¹ • ∑ i, m i • v i

/-- Thermal velocities at temperature `T` (in energy units), for nonzero masses: distinct particles
have velocities with mean inner product zero, and particle `i` has mean square velocity `d T / m i`.
-/
structure IsThermal (P : Ensemble Ω) (m : Fin n → ℝ) (T : ℝ)
    (v : Ω → Fin n → EuclideanSpace ℝ (Fin d)) : Prop where
  uncorrelated : ∀ i j, i ≠ j → P.mean (fun ω => inner ℝ (v ω i) (v ω j)) = 0
  equipartition : ∀ i, P.mean (fun ω => ‖v ω i‖ ^ 2) = d * T / m i

/-- The ensemble average of a linear combination of observables is the same linear
combination of their averages. -/
theorem Ensemble.mean_linear (P : Ensemble Ω) (c : ℝ) (a : Fin n → ℝ)
    (f : Fin n → Ω → ℝ) :
    P.mean (fun ω => c * ∑ j, a j * f j ω) = c * ∑ j, a j * P.mean (f j) := by
  unfold Ensemble.mean
  simp only [Finset.mul_sum]
  rw [Finset.sum_comm]
  exact Finset.sum_congr rfl fun j _ => Finset.sum_congr rfl fun ω _ => by ring

/-- For nonzero total mass, the inner product of a vector `w` with the centre-of-mass velocity is
the mass-weighted mean of its inner products with the particle velocities. -/
theorem inner_comVelocity (m : Fin n → ℝ) (v : Fin n → EuclideanSpace ℝ (Fin d))
    (w : EuclideanSpace ℝ (Fin d)) :
    inner ℝ w (comVelocity m v) = (totalMass m)⁻¹ * ∑ j, m j * inner ℝ w (v j) := by
  simp only [comVelocity, inner_smul_right, inner_sum]

/-- For positive masses with thermal velocities, each particle's velocity has the same mean inner
product `d T / M` with the centre-of-mass velocity, where `M` is the total mass. -/
theorem mean_inner_comVelocity {P : Ensemble Ω} {m : Fin n → ℝ} {T : ℝ}
    {v : Ω → Fin n → EuclideanSpace ℝ (Fin d)} (hm : ∀ i, 0 < m i)
    (h : IsThermal P m T v) (i : Fin n) :
    P.mean (fun ω => inner ℝ (v ω i) (comVelocity m (v ω))) = d * T / totalMass m := by
  simp only [inner_comVelocity]
  rw [P.mean_linear (totalMass m)⁻¹ m (fun j ω => inner ℝ (v ω i) (v ω j))]
  -- only the particle's correlation with itself survives
  rw [Finset.sum_eq_single i
    (fun j _ hj => by rw [h.uncorrelated i j hj.symm, mul_zero]) (by simp)]
  simp only [real_inner_self_eq_norm_sq]
  rw [h.equipartition i, mul_div_cancel₀ _ (hm i).ne']
  ring

/-- For at least one particle, positive masses and thermal velocities, the total mass times the mean
square of the centre-of-mass velocity is `d T`. -/
theorem mean_comVelocity_sq {P : Ensemble Ω} {m : Fin n → ℝ} {T : ℝ}
    {v : Ω → Fin n → EuclideanSpace ℝ (Fin d)} (hn : 0 < n) (hm : ∀ i, 0 < m i)
    (h : IsThermal P m T v) :
    totalMass m * P.mean (fun ω => ‖comVelocity m (v ω)‖ ^ 2) = d * T := by
  have hM : totalMass m ≠ 0 :=
    (Finset.sum_pos (fun i _ => hm i) ⟨⟨0, hn⟩, Finset.mem_univ _⟩).ne'
  have e : (fun ω => ‖comVelocity m (v ω)‖ ^ 2) = fun ω =>
      (totalMass m)⁻¹ * ∑ j, m j * inner ℝ (v ω j) (comVelocity m (v ω)) := by
    funext ω
    rw [← real_inner_self_eq_norm_sq, inner_comVelocity m (v ω) (comVelocity m (v ω))]
    congr 1
    exact Finset.sum_congr rfl fun j _ => by rw [real_inner_comm]
  rw [e, P.mean_linear (totalMass m)⁻¹ m
    (fun j ω => inner ℝ (v ω j) (comVelocity m (v ω)))]
  simp only [mean_inner_comVelocity hm h]
  rw [← Finset.sum_mul, ← mul_assoc, mul_inv_cancel₀ hM, one_mul]
  exact mul_div_cancel₀ _ hM

/-- For positive masses with thermal velocities, twice the mean kinetic energy of particle `i`
relative to the centre of mass is `(1 - m i / M) d T`, where `M` is the total mass. -/
theorem mean_relative_particle {P : Ensemble Ω} {m : Fin n → ℝ} {T : ℝ}
    {v : Ω → Fin n → EuclideanSpace ℝ (Fin d)} (hm : ∀ i, 0 < m i)
    (h : IsThermal P m T v) (i : Fin n) :
    m i * P.mean (fun ω => ‖v ω i - comVelocity m (v ω)‖ ^ 2)
      = (1 - m i / totalMass m) * (d * T) := by
  have hM : totalMass m ≠ 0 :=
    (Finset.sum_pos (fun i _ => hm i) ⟨i, Finset.mem_univ _⟩).ne'
  have hV : P.mean (fun ω => ‖comVelocity m (v ω)‖ ^ 2) = d * T / totalMass m := by
    rw [eq_div_iff hM, mul_comm]
    exact mean_comVelocity_sq i.pos hm h
  -- expand the square under the average
  have e : P.mean (fun ω => ‖v ω i - comVelocity m (v ω)‖ ^ 2)
      = P.mean (fun ω => ‖v ω i‖ ^ 2)
        - 2 * P.mean (fun ω => inner ℝ (v ω i) (comVelocity m (v ω)))
        + P.mean (fun ω => ‖comVelocity m (v ω)‖ ^ 2) := by
    unfold Ensemble.mean
    rw [Finset.mul_sum, ← Finset.sum_sub_distrib, ← Finset.sum_add_distrib]
    exact Finset.sum_congr rfl fun ω _ => by beta_reduce; rw [norm_sub_sq_real]; ring
  have h1 : m i * (d * T / m i) = d * T := mul_div_cancel₀ _ (hm i).ne'
  rw [e, h.equipartition i, mean_inner_comVelocity hm h i, hV]
  linear_combination h1

/-- For `n ≥ 1` positive masses with thermal velocities in `d` dimensions, twice the mean
kinetic energy relative to the centre of mass is `(n - 1) d T`. -/
theorem mean_relative_kinetic {P : Ensemble Ω} {m : Fin n → ℝ} {T : ℝ}
    {v : Ω → Fin n → EuclideanSpace ℝ (Fin d)} (hn : 0 < n) (hm : ∀ i, 0 < m i)
    (h : IsThermal P m T v) :
    P.mean (fun ω => ∑ i, m i * ‖v ω i - comVelocity m (v ω)‖ ^ 2)
      = ((n : ℝ) - 1) * d * T := by
  have hM : totalMass m ≠ 0 :=
    (Finset.sum_pos (fun i _ => hm i) ⟨⟨0, hn⟩, Finset.mem_univ _⟩).ne'
  have e := P.mean_linear 1 m (fun i ω => ‖v ω i - comVelocity m (v ω)‖ ^ 2)
  simp only [one_mul] at e
  -- the mass fractions add up to one lost particle
  have hs : ∑ i, (1 - m i / totalMass m) = (n : ℝ) - 1 := by
    rw [Finset.sum_sub_distrib, ← Finset.sum_div]
    change _ - totalMass m / totalMass m = _
    rw [div_self hM]
    simp
  rw [e, Finset.sum_congr rfl fun i _ => mean_relative_particle hm h i,
    ← Finset.sum_mul, hs]
  ring

/-- For `n ≥ 1` positive masses with thermal velocities at `T ≠ 0`, a number `g` gives twice
the mean relative kinetic energy as `g T` exactly when `g = (n - 1) d`. -/
theorem degrees_of_freedom_iff {P : Ensemble Ω} {m : Fin n → ℝ} {T : ℝ}
    {v : Ω → Fin n → EuclideanSpace ℝ (Fin d)} (hn : 0 < n) (hm : ∀ i, 0 < m i)
    (hT : T ≠ 0) (h : IsThermal P m T v) (g : ℝ) :
    P.mean (fun ω => ∑ i, m i * ‖v ω i - comVelocity m (v ω)‖ ^ 2) = g * T
      ↔ g = ((n : ℝ) - 1) * d := by
  rw [mean_relative_kinetic hn hm h]
  exact ⟨fun e => (mul_right_cancel₀ hT e).symm, fun e => by rw [e]⟩

/-- For `n ≥ 1` positive masses, adding to thermal velocities `v` any common random drift `u`
leaves twice the mean kinetic energy relative to the centre of mass at `(n - 1) d T`. -/
theorem mean_relative_kinetic_drift {P : Ensemble Ω} {m : Fin n → ℝ} {T : ℝ}
    {v : Ω → Fin n → EuclideanSpace ℝ (Fin d)} (hn : 0 < n) (hm : ∀ i, 0 < m i)
    (h : IsThermal P m T v) (u : Ω → EuclideanSpace ℝ (Fin d)) :
    P.mean (fun ω => ∑ i, m i * ‖(v ω i + u ω) - comVelocity m (fun j => v ω j + u ω)‖ ^ 2)
      = ((n : ℝ) - 1) * d * T := by
  have hM : totalMass m ≠ 0 :=
    (Finset.sum_pos (fun i _ => hm i) ⟨⟨0, hn⟩, Finset.mem_univ _⟩).ne'
  -- the centre of mass is carried along by the drift
  have hc : ∀ ω, comVelocity m (fun j => v ω j + u ω) = comVelocity m (v ω) + u ω := by
    intro ω
    have hsum : ∑ i, m i • (v ω i + u ω) = ∑ i, m i • v ω i + totalMass m • u ω := by
      simp only [smul_add, Finset.sum_add_distrib, totalMass, Finset.sum_smul]
    unfold comVelocity
    rw [hsum, smul_add, smul_smul, inv_mul_cancel₀ hM, one_smul]
  simp only [hc, add_sub_add_right_eq_sub]
  exact mean_relative_kinetic hn hm h

/-- The uniform ensemble on `n ≥ 1` outcomes. -/
def uniform (n : ℕ) (hn : 0 < n) : Ensemble (Fin n) where
  prob := fun _ => 1 / (n : ℝ)
  prob_nonneg := fun _ => by positivity
  prob_sum := by
    have h : (n : ℝ) ≠ 0 := by exact_mod_cast hn.ne'
    simp [h]

/-- In outcome `ω` only particle `ω` moves, with velocity `√(n T / m ω) (1, …, 1)`; meant for
positive masses and `T ≥ 0`. -/
def singleMover (d : ℕ) (m : Fin n → ℝ) (T : ℝ) (ω i : Fin n) : EuclideanSpace ℝ (Fin d) :=
  if i = ω then √(n * T / m i) • WithLp.toLp 2 (fun _ => (1 : ℝ)) else 0

/-- For `n ≥ 1` positive masses and `T ≥ 0`, the velocities `singleMover` in the uniform
ensemble are thermal at temperature `T`. -/
theorem isThermal_witness (hn : 0 < n) (m : Fin n → ℝ) (hm : ∀ i, 0 < m i) (T : ℝ)
    (hT : 0 ≤ T) : IsThermal (uniform n hn) m T (singleMover d m T) where
  uncorrelated := by
    intro i j hij
    unfold Ensemble.mean
    refine Finset.sum_eq_zero fun ω _ => ?_
    by_cases h : i = ω
    · have h' : ¬ j = ω := fun e => hij (h.trans e.symm)
      simp [singleMover, h']
    · simp [singleMover, h]
  equipartition := by
    intro i
    have hn0 : (n : ℝ) ≠ 0 := by exact_mod_cast hn.ne'
    have hmi : m i ≠ 0 := (hm i).ne'
    have hpos : 0 ≤ n * T / m i := div_nonneg (by positivity) (hm i).le
    have hsq : ‖singleMover d m T i i‖ ^ 2 = n * T / m i * d := by
      rw [singleMover, if_pos rfl, norm_smul, mul_pow, Real.norm_eq_abs, sq_abs,
        Real.sq_sqrt hpos, EuclideanSpace.norm_sq_eq]
      simp
    unfold Ensemble.mean
    rw [Finset.sum_eq_single i
      (fun ω _ hω => by simp [singleMover, hω.symm]) (by simp)]
    change 1 / (n : ℝ) * ‖singleMover d m T i i‖ ^ 2 = d * T / m i
    rw [hsq]
    field_simp

end

end ThermostatDegreesOfFreedom
```

```lean
#print axioms ThermostatDegreesOfFreedom.degrees_of_freedom_iff
#print axioms ThermostatDegreesOfFreedom.mean_relative_kinetic_drift
```

```
'ThermostatDegreesOfFreedom.degrees_of_freedom_iff' depends on axioms: [propext, Classical.choice, Quot.sound]
'ThermostatDegreesOfFreedom.mean_relative_kinetic_drift' depends on axioms: [propext, Classical.choice, Quot.sound]
```

### From the surviving term to the sum over particles

`Ensemble.mean_linear` moves the average inside a linear combination by exchanging the sums over outcomes and particles. `inner_comVelocity` writes $\langle w,V\rangle$ as a mass-weighted mean. Together they turn $\mathbb E\langle v_i,V\rangle$ into the sum over $j$ in the first step above.

That sum is collapsed in `mean_inner_comVelocity` by `Finset.sum_eq_single i`, which replaces a finite sum by its term at `i`. It asks for two proofs. The first is that every term with `j ≠ i` vanishes, which `h.uncorrelated` supplies; the `hj.symm` is there because the inequality is needed the other way round. The second deals with the case that `i` is missing from the index set, which `simp` rules out because the sum runs over all particles. What remains is $m_i\,\mathbb E\|v_i\|^2/M$, and `h.equipartition` finishes the step.

`mean_comVelocity_sq` takes the weighted average and obtains $M\,\mathbb E\|V\|^2=dT$. `mean_relative_particle` expands the square with `norm_sub_sq_real`, inserts the three averages, and lets `linear_combination` do the algebra, given $m_i(dT/m_i)=dT$. In `mean_relative_kinetic`, the fact `hs` is the sum $\sum_i(1-m_i/M)=n-1$. For the drift, `hc` shows that the centre-of-mass velocity shifts by $u$, after which the main theorem applies.

Finally, `isThermal_witness` shows that thermal velocities exist for all positive masses, $n\ge1$ and $T\ge0$. One particle, chosen uniformly, moves with velocity $\sqrt{nT/m_i}\,(1,\dots,1)$ while the others rest. Two different particles never move together, so their inner products vanish, and $\mathbb E\|v_i\|^2=\frac1n\cdot\frac{nT}{m_i}\cdot d=dT/m_i$.
